# An error bound for Richardson zero-noise extrapolation of a smooth signal

## An energy measured at the wrong noise strength

A quantum processor is asked for the energy of a molecule, but gate noise shifts the measured value. The noise cannot be switched off, though it can often be amplified. One therefore measures at several amplified strengths and extrapolates to zero. How far can the result lie from the noiseless energy?

Let $E(t)$ be the expectation value at noise strength $t$, let $x>0$ be the strength of the unamplified device, and let $c_0,\dots,c_n$ be distinct positive amplification factors. The estimate is

$$\sum_{j=0}^n \gamma_j\,E(c_jx),\qquad \gamma_j=\prod_{i\ne j}\frac{c_i}{c_i-c_j}.$$

## The bound and its hypotheses

Suppose that $E$ is $n+1$ times continuously differentiable, that every $c_j\le\Lambda$, and that $|E^{(n+1)}|\le M$ on $[0,\Lambda x]$. Then

$$\Bigl|\sum_j\gamma_jE(c_jx)-E(0)\Bigr|\le\frac{M\,x^{n+1}\prod_j c_j}{(n+1)!}.$$

For factors 1 and 2 this reads $|2E(x)-E(2x)-E(0)|\le Mx^2$.

The constant $M$ limits the size of the $(n+1)$-th derivative; for two factors this is the curvature of the signal. It is assumed here, and a noise model may supply it; for a decay $E(t)=Ae^{-t}$, the value $M=|A|$ serves. For energies computed on a noisy processor, the theorem bounds the systematic error left by extrapolation, provided that the signal meets these hypotheses and depends on a single noise strength, which is amplified by exactly the stated factors.

In Lean, `zne_error_bound` states this as follows:

- `E : ℝ → ℝ` is the signal, and `hE` is its smoothness on the whole real line. A signal known only for $t\ge0$ must first be extended smoothly to negative $t$.
- `c : Fin (n + 1) → ℝ` lists the factors, numbered from 0 to $n$ in any order. `hc` makes them distinct and `hpos` positive.
- `Λ` bounds the factors, so the largest noise strength considered is `Λ * x`. `hM` bounds the derivative on that range only.
- `richardsonWeight c j` is $\gamma_j$, and `zneEstimate c y` is $\sum_j\gamma_jy_j$ for data $y_j$.

The step from this model to a device is the assumption that amplification samples the same function $E$ at exactly $c_jx$.

## From the interpolant to the remainder

Put $a_j=c_jx$. The polynomial of degree at most $n$ through the data is

$$P(t)=\sum_jE(a_j)\prod_{i\ne j}\frac{t-a_i}{a_j-a_i}.$$

At $t=0$ each factor becomes $-a_i/(a_j-a_i)=c_i/(c_i-c_j)$, so $P(0)$ is the estimate.

Let $W(t)=\prod_j(t-a_j)$. Since $W(0)=\prod_j(-a_j)\ne0$, we may set

$$K=\frac{E(0)-P(0)}{W(0)},\qquad q=P+KW.$$

The difference $E-q$ vanishes at $0,a_0,\dots,a_n$, which are $n+2$ distinct points. By Rolle's theorem its first derivative has a zero between each neighbouring pair, hence at least $n+1$ zeros. Repeating the argument leaves one zero $\xi\in[0,\Lambda x]$ of the $(n+1)$-th derivative.

Because $q$ has degree at most $n+1$ and its coefficient of $t^{n+1}$ is $K$, we have $q^{(n+1)}=(n+1)!\,K$. Therefore $E^{(n+1)}(\xi)=(n+1)!\,K$, and

$$E(0)-P(0)=\frac{E^{(n+1)}(\xi)}{(n+1)!}\prod_j(-c_jx).$$

Taking absolute values gives the bound.

## Imperfect data and a signal that attains the bound

If each measured $y_j$ lies within $\varepsilon$ of $E(c_jx)$, the estimate changes by

$$\Bigl|\sum_j\gamma_j\bigl(y_j-E(c_jx)\bigr)\Bigr|\le\varepsilon\sum_j|\gamma_j|,$$

and the triangle inequality adds this to the bound. Here $\varepsilon$ is a fixed limit on each error, not a standard deviation.

For $M\ge0$, take the signal $E(t)=Mt^{n+1}/(n+1)!$, a mathematical test case that is not derived from a noise model. It has constant $(n+1)$-th derivative $M$. Its interpolant is

$$P(t)=\frac{M}{(n+1)!}\bigl(t^{n+1}-W(t)\bigr),$$

since the powers $t^{n+1}$ cancel and $W$ vanishes at the nodes. With $E(0)=0$, the error is

$$|P(0)|=\frac{M}{(n+1)!}\,|W(0)|=\frac{M\,x^{n+1}\prod_jc_j}{(n+1)!},$$

so the bound is attained for every choice of factors.

## The Lean development

```lean
import Mathlib

open Polynomial

namespace ZeroNoiseExtrapolation

noncomputable section

/-- The Richardson weight of the `j`-th noise amplification factor, `∏ c i / (c i - c j)` over
`i ≠ j`. It is meant for pairwise distinct factors, which the definition does not require. -/
def richardsonWeight {n : ℕ} (c : Fin (n + 1) → ℝ) (j : Fin (n + 1)) : ℝ :=
  ∏ i ∈ Finset.univ.erase j, c i / (c i - c j)

/-- The zero-noise estimate: the data `y j`, taken at amplification factors `c j`, summed with the
Richardson weights. It is meant for pairwise distinct factors, which the definition does not
require. -/
def zneEstimate {n : ℕ} (c y : Fin (n + 1) → ℝ) : ℝ :=
  ∑ j, richardsonWeight c j * y j

/-- The node polynomial: the product of `X - a j` over all noise strengths `a j`. -/
def nodePoly {n : ℕ} (a : Fin (n + 1) → ℝ) : ℝ[X] := ∏ j, (X - C (a j))

/-- The signal `M t ^ (n + 1) / (n + 1)!` as a function of the noise strength `t`. -/
def powerSignal (n : ℕ) (M t : ℝ) : ℝ := M / ((n + 1).factorial : ℝ) * t ^ (n + 1)

/-- The node polynomial of `n + 1` noise strengths has degree `n + 1` and leading
coefficient one. -/
theorem nodePoly_degree {n : ℕ} (a : Fin (n + 1) → ℝ) :
    (nodePoly a).natDegree = n + 1 ∧ (nodePoly a).coeff (n + 1) = 1 := by
  have hd : (nodePoly a).natDegree = n + 1 := by
    unfold nodePoly
    rw [natDegree_prod_of_monic _ _ (fun j _ => monic_X_sub_C (a j))]
    simp
  have hm : (nodePoly a).Monic := monic_prod_of_monic _ _ (fun j _ => monic_X_sub_C (a j))
  refine ⟨hd, ?_⟩
  have h := hm.coeff_natDegree
  rwa [hd] at h

/-- For pairwise distinct factors and `x ≠ 0`, the zero-noise estimate is the value at zero noise
of any polynomial of degree at most `n` through the data at noise strengths `c j * x`. -/
theorem zneEstimate_eq_interpolant {n : ℕ} {c y : Fin (n + 1) → ℝ} (hc : Function.Injective c)
    {x : ℝ} (hx : x ≠ 0) {P : ℝ[X]} (hP : P.natDegree ≤ n)
    (hy : ∀ j, P.eval (c j * x) = y j) : zneEstimate c y = P.eval 0 := by
  have hdeg : P.degree < ((Finset.univ : Finset (Fin (n + 1))).card : WithBot ℕ) :=
    lt_of_le_of_lt (natDegree_le_iff_degree_le.mp hP) (by
      rw [Finset.card_univ, Fintype.card_fin]
      exact_mod_cast n.lt_succ_self)
  have h := Lagrange.eq_interpolate_of_eval_eq (s := Finset.univ) (v := fun j => c j * x)
    y (fun i _ j _ hij => hc (mul_right_cancel₀ hx hij)) hdeg (fun j _ => hy j)
  rw [h, Lagrange.interpolate_apply, Polynomial.eval_finsetSum]
  refine Finset.sum_congr rfl fun j _ => ?_
  -- each Lagrange basis polynomial takes the Richardson weight as its value at zero
  have hw : richardsonWeight c j
      = eval 0 (Lagrange.basis Finset.univ (fun j => c j * x) j) := by
    rw [Lagrange.basis, eval_prod]
    refine Finset.prod_congr rfl fun i hi => ?_
    have hij : c i ≠ c j := fun e => Finset.ne_of_mem_erase hi (hc e)
    have h2 : c j * x - c i * x ≠ 0 := by
      rw [← sub_mul]
      exact mul_ne_zero (sub_ne_zero.mpr hij.symm) hx
    simp only [Lagrange.basisDivisor, eval_mul, eval_C, eval_sub, eval_X]
    rw [inv_mul_eq_div, div_eq_div_iff (sub_ne_zero.mpr hij) h2]
    ring
  rw [eval_mul, eval_C, ← hw]
  exact mul_comm _ _

/-- Generalised Rolle theorem: if a `k` times continuously differentiable function has `k + 1`
strictly increasing zeros, its `k`-th derivative vanishes somewhere in the closed interval from the
first zero to the last. -/
theorem generalized_rolle (k : ℕ) : ∀ (f : ℝ → ℝ) (z : Fin (k + 1) → ℝ), ContDiff ℝ k f →
    StrictMono z → (∀ i, f (z i) = 0) →
    ∃ ξ ∈ Set.Icc (z 0) (z (Fin.last k)), iteratedDeriv k f ξ = 0 := by
  induction k with
  | zero =>
    intro f z _ hz h0
    exact ⟨z 0, ⟨le_rfl, hz.monotone (Fin.zero_le _)⟩, by rw [iteratedDeriv_zero]; exact h0 0⟩
  | succ k ih =>
    intro f z hf hz h0
    have hd := contDiff_succ_iff_deriv.mp
      (by exact_mod_cast hf : ContDiff ℝ ((k : WithTop ℕ∞) + 1) f)
    -- between neighbouring zeros of `f` lies a zero of its derivative
    have hr : ∀ i : Fin (k + 1), ∃ w ∈ Set.Ioo (z i.castSucc) (z i.succ), deriv f w = 0 :=
      fun i => exists_deriv_eq_zero (hz (Fin.lt_def.mpr (by simp)))
        hd.1.continuous.continuousOn ((h0 _).trans (h0 _).symm)
    choose w hw hw0 using hr
    have hmono : StrictMono w := Fin.strictMono_iff_lt_succ.mpr fun i => by
      have h1 := (hw i.castSucc).2
      have h2 := (hw i.succ).1
      rw [← Fin.succ_castSucc] at h2
      exact h1.trans h2
    obtain ⟨ξ, hξ, h⟩ := ih (deriv f) w hd.2.2 hmono hw0
    exact ⟨ξ, ⟨(hz.monotone (Fin.zero_le _)).trans ((hw 0).1.le.trans hξ.1),
      hξ.2.trans ((hw (Fin.last k)).2.le.trans (hz.monotone (Fin.le_last _)))⟩,
      by rw [iteratedDeriv_succ']; exact h⟩

/-- The `n`-th derivative of a polynomial of degree at most `n` is the constant `n!` times its
`n`-th coefficient. -/
theorem iteratedDeriv_polynomial (n : ℕ) : ∀ q : ℝ[X], q.natDegree ≤ n → ∀ t : ℝ,
    iteratedDeriv n (fun s => q.eval s) t = (n.factorial : ℝ) * q.coeff n := by
  induction n with
  | zero =>
    intro q hq t
    rw [iteratedDeriv_zero, eq_C_of_natDegree_le_zero hq]
    simp
  | succ n ih =>
    intro q hq t
    have hd : deriv (fun s => q.eval s) = fun s => (derivative q).eval s :=
      funext fun s => (q.hasDerivAt s).deriv
    have hq' : (derivative q).natDegree ≤ n := by
      have := natDegree_derivative_le q
      omega
    rw [iteratedDeriv_succ', hd, ih _ hq' t, coeff_derivative, Nat.factorial_succ]
    push_cast
    ring

/-- Exact extrapolation error: if a polynomial of degree at most `n` matches the `n + 1` times
continuously differentiable signal `E` at `n + 1` distinct strengths `a j` in `(0, L]`, then `E`
minus the polynomial at zero equals the `(n + 1)`-th derivative of `E` at some point of `[0, L]`,
divided by `(n + 1)!` and multiplied by `∏ (-a j)`. -/
theorem extrapolation_remainder {n : ℕ} {E : ℝ → ℝ} (hE : ContDiff ℝ (n + 1 : ℕ) E)
    {a : Fin (n + 1) → ℝ} (ha : Function.Injective a) (hpos : ∀ j, 0 < a j) {L : ℝ}
    (hL : ∀ j, a j ≤ L) {P : ℝ[X]} (hP : P.natDegree ≤ n) (hPa : ∀ j, P.eval (a j) = E (a j)) :
    ∃ ξ ∈ Set.Icc 0 L, E 0 - P.eval 0
      = iteratedDeriv (n + 1) E ξ / ((n + 1).factorial : ℝ) * ∏ j, (-a j) := by
  have hne : ∏ j, (-a j) ≠ 0 :=
    Finset.prod_ne_zero_iff.mpr fun j _ => neg_ne_zero.mpr (hpos j).ne'
  obtain ⟨K, hK⟩ : ∃ K, K * ∏ j, (-a j) = E 0 - P.eval 0 := ⟨_, div_mul_cancel₀ _ hne⟩
  obtain ⟨hWd, hWc⟩ := nodePoly_degree a
  -- `q` matches the signal at all the nodes and also at zero
  obtain ⟨q, hq⟩ : ∃ q, q = P + C K * nodePoly a := ⟨_, rfl⟩
  have hqd : q.natDegree ≤ n + 1 := by
    rw [hq]
    exact natDegree_add_le_of_degree_le (by omega) ((natDegree_C_mul_le _ _).trans hWd.le)
  have hqc : q.coeff (n + 1) = K := by
    rw [hq, coeff_add, coeff_C_mul, hWc, coeff_eq_zero_of_natDegree_lt (by omega)]
    ring
  have hqs : ContDiff ℝ (n + 1 : ℕ) (fun t => q.eval t) := by
    simp only [eval_eq_sum_range]
    exact ContDiff.sum fun i _ => contDiff_const.mul (contDiff_id.pow i)
  have hcard : (insert 0 (Finset.univ.image a)).card = n + 1 + 1 := by
    rw [Finset.card_insert_of_notMem, Finset.card_image_of_injective _ ha, Finset.card_univ,
      Fintype.card_fin]
    intro h
    obtain ⟨j, _, hj⟩ := Finset.mem_image.mp h
    exact (hpos j).ne' hj
  have hs : ∀ t ∈ insert 0 (Finset.univ.image a), t ∈ Set.Icc 0 L ∧ E t - q.eval t = 0 := by
    intro t ht
    rcases Finset.mem_insert.mp ht with rfl | ht
    · refine ⟨⟨le_rfl, (hpos 0).le.trans (hL 0)⟩, ?_⟩
      simp only [hq, nodePoly, eval_add, eval_mul, eval_C, eval_prod, eval_sub, eval_X, zero_sub]
      linarith
    · obtain ⟨j, _, rfl⟩ := Finset.mem_image.mp ht
      have hW : (nodePoly a).eval (a j) = 0 := by
        rw [nodePoly, eval_prod]
        exact Finset.prod_eq_zero (Finset.mem_univ j) (by simp)
      exact ⟨⟨(hpos j).le, hL j⟩, by rw [hq, eval_add, eval_mul, hW, hPa]; ring⟩
  have hz := fun i => hs _ (Finset.orderEmbOfFin_mem _ hcard i)
  obtain ⟨ξ, hξ, h⟩ := generalized_rolle (n + 1) (E - fun t => q.eval t) _ (hE.sub hqs)
    (Finset.orderEmbOfFin _ hcard).strictMono (fun i => (hz i).2)
  rw [iteratedDeriv_sub hE.contDiffAt hqs.contDiffAt, iteratedDeriv_polynomial _ q hqd, hqc] at h
  refine ⟨ξ, ⟨(hz _).1.1.trans hξ.1, hξ.2.trans (hz _).1.2⟩, ?_⟩
  rw [sub_eq_zero.mp h, mul_div_cancel_left₀ _ (by positivity), hK]

/-- Zero-noise extrapolation error: for distinct positive factors `c j ≤ Λ`, base noise `x > 0` and
an `n + 1` times continuously differentiable signal whose `(n + 1)`-th derivative is at most `M` in
size on `[0, Λ x]`, the estimate misses `E 0` by at most `M x ^ (n + 1) ∏ c j / (n + 1)!`. -/
theorem zne_error_bound {n : ℕ} {E : ℝ → ℝ} (hE : ContDiff ℝ (n + 1 : ℕ) E)
    {c : Fin (n + 1) → ℝ} (hc : Function.Injective c) (hpos : ∀ j, 0 < c j) {x Λ M : ℝ}
    (hx : 0 < x) (hΛ : ∀ j, c j ≤ Λ)
    (hM : ∀ t ∈ Set.Icc 0 (Λ * x), |iteratedDeriv (n + 1) E t| ≤ M) :
    |zneEstimate c (fun j => E (c j * x)) - E 0|
      ≤ M * x ^ (n + 1) * (∏ j, c j) / ((n + 1).factorial : ℝ) := by
  have hinj : Function.Injective (fun j => c j * x) :=
    fun i j hij => hc (mul_right_cancel₀ hx.ne' hij)
  -- the interpolating polynomial through the noisy expectation values
  obtain ⟨P, hP, hPa⟩ : ∃ P : ℝ[X], P.natDegree ≤ n ∧ ∀ j, P.eval (c j * x) = E (c j * x) := by
    refine ⟨Lagrange.interpolate Finset.univ (fun j => c j * x) (fun j => E (c j * x)), ?_,
      fun j => Lagrange.eval_interpolate_at_node _ hinj.injOn (Finset.mem_univ j)⟩
    refine natDegree_le_iff_coeff_eq_zero.mpr fun N hN => coeff_eq_zero_of_degree_lt
      ((Lagrange.degree_interpolate_lt _ hinj.injOn).trans_le ?_)
    rw [Finset.card_univ, Fintype.card_fin]
    exact_mod_cast Nat.succ_le_of_lt hN
  obtain ⟨ξ, hξ, h⟩ := extrapolation_remainder hE hinj (fun j => mul_pos (hpos j) hx)
    (fun j => mul_le_mul_of_nonneg_right (hΛ j) hx.le) hP hPa
  have hprod : ∏ j, |-(c j * x)| = x ^ (n + 1) * ∏ j, c j := by
    calc ∏ j, |-(c j * x)| = ∏ j, c j * x :=
          Finset.prod_congr rfl fun j _ => by rw [abs_neg, abs_of_pos (mul_pos (hpos j) hx)]
      _ = _ := by
          rw [Finset.prod_mul_distrib, Finset.prod_const, Finset.card_univ, Fintype.card_fin,
            mul_comm]
  have hD : |iteratedDeriv (n + 1) E ξ| / ((n + 1).factorial : ℝ)
      ≤ M / ((n + 1).factorial : ℝ) :=
    div_le_div_of_nonneg_right (hM ξ hξ) (by positivity)
  rw [zneEstimate_eq_interpolant hc hx.ne' hP hPa, abs_sub_comm, h, abs_mul, abs_div,
    Finset.abs_prod, Nat.abs_cast, hprod]
  refine (mul_le_mul_of_nonneg_right hD (mul_nonneg (pow_nonneg hx.le _)
    (Finset.prod_nonneg fun j _ => (hpos j).le))).trans_eq ?_
  ring

/-- Under the hypotheses of `zne_error_bound`, data `y j` each within `ε` of `E (c j * x)` add at
most `ε` times the sum of the absolute Richardson weights to the error bound. -/
theorem zne_error_bound_of_noisy_data {n : ℕ} {E : ℝ → ℝ} (hE : ContDiff ℝ (n + 1 : ℕ) E)
    {c y : Fin (n + 1) → ℝ} (hc : Function.Injective c) (hpos : ∀ j, 0 < c j) {x Λ M ε : ℝ}
    (hx : 0 < x) (hΛ : ∀ j, c j ≤ Λ)
    (hM : ∀ t ∈ Set.Icc 0 (Λ * x), |iteratedDeriv (n + 1) E t| ≤ M)
    (hy : ∀ j, |y j - E (c j * x)| ≤ ε) :
    |zneEstimate c y - E 0| ≤ M * x ^ (n + 1) * (∏ j, c j) / ((n + 1).factorial : ℝ)
      + ε * ∑ j, |richardsonWeight c j| := by
  have h1 := zne_error_bound hE hc hpos hx hΛ hM
  have h2 : |zneEstimate c y - zneEstimate c (fun j => E (c j * x))|
      ≤ ε * ∑ j, |richardsonWeight c j| := by
    unfold zneEstimate
    rw [← Finset.sum_sub_distrib, Finset.mul_sum]
    refine (Finset.abs_sum_le_sum_abs _ _).trans (Finset.sum_le_sum fun j _ => ?_)
    rw [← mul_sub, abs_mul, mul_comm]
    exact mul_le_mul_of_nonneg_right (hy j) (abs_nonneg _)
  have h3 := abs_sub_le (zneEstimate c y) (zneEstimate c (fun j => E (c j * x))) (E 0)
  linarith

/-- Sharpness for all distinct positive factors, `x > 0` and `M ≥ 0`: the power signal has constant
`(n + 1)`-th derivative `M`, and its extrapolation error equals the bound. -/
theorem zne_error_bound_sharp {n : ℕ} {c : Fin (n + 1) → ℝ} (hc : Function.Injective c)
    (hpos : ∀ j, 0 < c j) {x M : ℝ} (hx : 0 < x) (hM : 0 ≤ M) :
    (∀ t, iteratedDeriv (n + 1) (powerSignal n M) t = M) ∧
    |zneEstimate c (fun j => powerSignal n M (c j * x)) - powerSignal n M 0|
      = M * x ^ (n + 1) * (∏ j, c j) / ((n + 1).factorial : ℝ) := by
  have hF : ((n + 1).factorial : ℝ) ≠ 0 := by positivity
  constructor
  · intro t
    have hfun : powerSignal n M
        = fun s => (C (M / ((n + 1).factorial : ℝ)) * X ^ (n + 1) : ℝ[X]).eval s := by
      funext s
      simp [powerSignal]
    rw [hfun, iteratedDeriv_polynomial _ _ (natDegree_C_mul_X_pow_le _ _), coeff_C_mul,
      coeff_X_pow, if_pos rfl, mul_one, mul_div_cancel₀ _ hF]
  · obtain ⟨hWd, hWc⟩ := nodePoly_degree (fun j => c j * x)
    -- subtracting the node polynomial lowers the degree and keeps the data
    have hP : (C (M / ((n + 1).factorial : ℝ)) *
        (X ^ (n + 1) - nodePoly (fun j => c j * x))).natDegree ≤ n := by
      refine natDegree_le_iff_coeff_eq_zero.mpr fun N hN => ?_
      rw [coeff_C_mul, coeff_sub, coeff_X_pow]
      by_cases hN' : N = n + 1
      · rw [if_pos hN', hN', hWc, sub_self, mul_zero]
      · rw [if_neg hN', coeff_eq_zero_of_natDegree_lt (by omega), sub_self, mul_zero]
    have hy : ∀ j, (C (M / ((n + 1).factorial : ℝ)) *
        (X ^ (n + 1) - nodePoly (fun j => c j * x))).eval (c j * x)
          = powerSignal n M (c j * x) := by
      intro j
      have hW : (nodePoly (fun j => c j * x)).eval (c j * x) = 0 := by
        rw [nodePoly, eval_prod]
        exact Finset.prod_eq_zero (Finset.mem_univ j) (by simp)
      rw [eval_mul, eval_sub, hW, eval_C, eval_pow, eval_X, sub_zero, powerSignal]
    have h0 : (nodePoly (fun j => c j * x)).eval 0 = ∏ j, (-(c j * x)) := by
      simp only [nodePoly, eval_prod, eval_sub, eval_X, eval_C, zero_sub]
    have hprod : |∏ j, (-(c j * x))| = (∏ j, c j) * x ^ (n + 1) := by
      rw [Finset.abs_prod, Finset.prod_congr rfl fun j _ =>
        (abs_neg (c j * x)).trans (abs_of_pos (mul_pos (hpos j) hx)),
        Finset.prod_mul_distrib, Finset.prod_const, Finset.card_univ, Fintype.card_fin]
    have hz : (0 : ℝ) ^ (n + 1) = 0 := zero_pow n.succ_ne_zero
    rw [zneEstimate_eq_interpolant hc hx.ne' hP hy, eval_mul, eval_sub, h0, eval_C, eval_pow,
      eval_X, powerSignal, hz, mul_zero, sub_zero, zero_sub, abs_mul, abs_neg, hprod,
      abs_of_nonneg (div_nonneg hM (Nat.cast_nonneg _))]
    ring

end

end ZeroNoiseExtrapolation
```

```lean
#print axioms ZeroNoiseExtrapolation.zne_error_bound
#print axioms ZeroNoiseExtrapolation.zne_error_bound_of_noisy_data
#print axioms ZeroNoiseExtrapolation.zne_error_bound_sharp
```

```
'ZeroNoiseExtrapolation.zne_error_bound' depends on axioms: [propext, Classical.choice, Quot.sound]
'ZeroNoiseExtrapolation.zne_error_bound_of_noisy_data' depends on axioms: [propext, Classical.choice, Quot.sound]
'ZeroNoiseExtrapolation.zne_error_bound_sharp' depends on axioms: [propext, Classical.choice, Quot.sound]
```

## How the lemmas share the work

`zneEstimate_eq_interpolant` identifies the estimate with $P(0)$. Mathlib's Lagrange formula supplies the sum, and `hw` matches each basis polynomial at zero with its weight.

`generalized_rolle` is an induction on the order of the derivative: `choose` picks one zero of `deriv f` in each gap, `hmono` shows that these zeros are again ordered, and the induction hypothesis is applied to `deriv f`. `iteratedDeriv_polynomial` supplies $(n+1)!\,K$, with `nodePoly_degree` providing the degree and leading coefficient of $W$.

`extrapolation_remainder` builds $K$ and $q$ as above, with `L` as the upper end of the noise range. `zne_error_bound` applies it to the nodes `c j * x` and takes absolute values. `zne_error_bound_of_noisy_data` adds the triangle inequality, and `zne_error_bound_sharp` checks the explicit interpolant of `powerSignal`.

## Sorting the zeros with `orderEmbOfFin`

Rolle's argument needs the zeros in increasing order, whereas the factors may come in any order. The proof collects the zeros in the finite set `insert 0 (Finset.univ.image a)`. `hcard` shows that it has $n+2$ elements: injectivity keeps the nodes apart, and positivity keeps them away from zero.

Given this count, `Finset.orderEmbOfFin` lists the set as a strictly increasing family indexed by `Fin (n + 1 + 1)`. Its `strictMono` property is the ordering that `generalized_rolle` asks for, while `Finset.orderEmbOfFin_mem` returns each listed point to the set, where `hs` says that $E-q$ vanishes. No relabelling of the factors is needed.
